# First-order transition probabilities as the weak-coupling limit in a finite-level system

To estimate how much population a weak, constant coupling moves from one level to another in a given time, one often skips the diagonalisation and inserts the matrix element and the level splitting into a first-order formula. For two levels with splitting \(w\neq 0\) and real coupling \(v\), the Hamiltonian and the estimate are

\[
H=\begin{pmatrix}0&v\\ v&w\end{pmatrix},\qquad
|(e^{-itH})_{10}|^2\approx v^2\,\frac{4\sin^2(wt/2)}{w^2},
\]

in units with \(\hbar=1\). The estimate is justified in the following sense: at fixed time \(t\), the exact probability divided by \(v^2\) tends to \(4\sin^2(wt/2)/w^2\) as \(v\to0\) through nonzero values. In the common notation where the off-diagonal element is \(\Omega/2\), the Rabi frequency is \(\Omega=2v\).

The two-level limit follows from one for any finite number of levels, and the argument doesn't use the closed Rabi formula. The same function of splitting and time appears in derivations of golden-rule rates, but those also need a continuum of final states, whereas here the states are finite in number.

## Levels, coupling and evolution

Let \(n\) be the finite set that labels the states.

```lean
import Mathlib

open Complex Matrix Filter Topology
open scoped Matrix.Norms.Operator

namespace WeakCouplingTransitions

noncomputable section

variable {n : Type*} [Fintype n] [DecidableEq n]
```

State \(k\) has the real unperturbed energy \(E_k\), and a fixed matrix \(V\) couples the states with real strength \(v\):

\[
H(v)=\mathrm{diag}(E)+vV .
\]

In the code, `E` is a real function on the labels and `V` is any complex matrix. For a physical system \(V\) is Hermitian, which makes the evolution unitary and the squared amplitudes probabilities. The limits themselves don't need this, so it is not assumed.

```lean
/-- The Hamiltonian with unperturbed levels `E` and perturbation `V` of strength `v`. -/
def hamiltonian (E : n → ℝ) (V : Matrix n n ℂ) (v : ℝ) : Matrix n n ℂ :=
  diagonal (fun k => (E k : ℂ)) + (v : ℂ) • V
```

The evolution operator is the matrix exponential \(U(t)=e^{-itH}\), not a truncated series. Its entry \(U_{fi}(t)\), written `propagator H t f i`, is the amplitude to go from the initial state \(i\) to the final state \(f\). The row index is the final state.

```lean
/-- The time evolution operator `exp(-itH)`, in units with `ℏ = 1`. -/
def propagator (H : Matrix n n ℂ) (t : ℝ) : Matrix n n ℂ :=
  NormedSpace.exp ((-(I * (t : ℂ))) • H)
```

One more quantity shortens the derivation. Write \(U_v\) for the evolution under \(H(v)\) and set

\[
g_v(s)=e^{iE_f s}\,\bigl(V\,U_v(s)\bigr)_{fi}.
\]

The code calls it `source`, which is not a textbook name. In the interaction picture it is the \(fi\) entry of the product of the perturbation and the evolution operator.

```lean
/-- The matrix element of `V U(s)` from state `i` to state `f`, with the free phase of `f`
removed. -/
def source (E : n → ℝ) (V : Matrix n n ℂ) (f i : n) (v s : ℝ) : ℂ :=
  cexp (I * (E f : ℂ) * (s : ℂ)) * (V * propagator (hamiltonian E V v) s) f i
```

## From the Schrödinger equation to an integral equation

Since \(U(s)=e^{s(-iH)}\), differentiation brings down a factor \(-iH\), and each entry satisfies

\[
\frac{d}{dt}U_{fi}(t)=-i\,\bigl(H\,U(t)\bigr)_{fi}.
\]

In the proof, `e` puts the exponent in the form \(s(-iH)\), a Mathlib theorem differentiates the exponential, and the continuous linear map `L` reads off one entry.

```lean
/-- Each entry of the propagator obeys the Schrödinger equation `dU/dt = -i H U`. -/
theorem schrodinger (H : Matrix n n ℂ) (f i : n) (t : ℝ) :
    HasDerivAt (fun s : ℝ => propagator H s f i) (-I * (H * propagator H t) f i) t := by
  have e : ∀ s : ℝ, propagator H s = NormedSpace.exp (s • ((-I) • H)) := by
    intro s
    unfold propagator
    congr 1
    ext a b
    simp only [Matrix.smul_apply, smul_eq_mul, Complex.real_smul]
    ring
  -- reading off an entry is a continuous linear map
  let L : Matrix n n ℂ →L[ℝ] ℂ :=
    ⟨Matrix.entryLinearMap ℝ ℂ f i, continuous_id.matrix_elem f i⟩
  have h := hasDerivAt_exp_smul_const' (𝕂 := ℝ) ((-I) • H) t
  have h2 := L.hasFDerivAt.comp_hasDerivAt t h
  have h3 : HasDerivAt (fun s : ℝ => propagator H s f i)
      ((((-I) • H) * NormedSpace.exp (t • ((-I) • H))) f i) t := by
    simp only [e]
    exact h2
  rw [← e, Matrix.smul_mul] at h3
  simpa only [Matrix.smul_apply, smul_eq_mul] using h3
```

The limit will later be taken under an integral sign, for which it is enough that \(g_v(s)\) is continuous in \(v\) and \(s\) together. It is: the exponent \(-is(\mathrm{diag}(E)+vV)\) is polynomial in the two variables, and the exponential, matrix multiplication and the choice of an entry are all continuous.

```lean
/-- The source term depends jointly continuously on coupling strength and time. -/
theorem continuous_source (E : n → ℝ) (V : Matrix n n ℂ) (f i : n) :
    Continuous (Function.uncurry (source E V f i)) := by
  have hU : Continuous (fun p : ℝ × ℝ => propagator (hamiltonian E V p.1) p.2) := by
    unfold propagator hamiltonian
    exact NormedSpace.exp_continuous.comp (by fun_prop)
  have hp : Continuous (fun p : ℝ × ℝ => cexp (I * (E f : ℂ) * (p.2 : ℂ))) := by fun_prop
  exact hp.mul ((continuous_const.matrix_mul hU).matrix_elem f i)
```

Now remove the free phase of the final state. The product rule gives

\[
\frac{d}{ds}\Bigl[e^{iE_fs}U_{fi}(s)\Bigr]
= iE_f\,e^{iE_fs}U_{fi}(s)-i\,e^{iE_fs}\bigl(H(v)U(s)\bigr)_{fi}.
\]

Because \((H(v)U)_{fi}=E_fU_{fi}+v(VU)_{fi}\), the terms with \(E_f\) cancel and \(-iv\,g_v(s)\) remains. Integrating from \(0\) to \(t\) with \(U(0)=1\) yields

\[
e^{iE_ft}U_{fi}(t)=\delta_{fi}-iv\int_0^t g_v(s)\,ds .
\]

This holds for every \(v\), large or small. The product rule and the cancellation are `hd` and `hH` in the proof. The fundamental theorem of calculus then applies because the integrand is continuous, and the last line rearranges the result.

```lean
/-- The exact integral equation for the transition amplitude in the interaction picture. -/
theorem amplitude_integral_equation (E : n → ℝ) (V : Matrix n n ℂ) (f i : n) (v t : ℝ) :
    cexp (I * (E f : ℂ) * (t : ℂ)) * propagator (hamiltonian E V v) t f i
      = (1 : Matrix n n ℂ) f i - I * (v : ℂ) * ∫ s in (0 : ℝ)..t, source E V f i v s := by
  have hd : ∀ s : ℝ, HasDerivAt
      (fun s : ℝ => cexp (I * (E f : ℂ) * (s : ℂ)) * propagator (hamiltonian E V v) s f i)
      (-(I * (v : ℂ)) * source E V f i v s) s := by
    intro s
    have hp : HasDerivAt (fun s : ℝ => cexp (I * (E f : ℂ) * (s : ℂ)))
        (cexp (I * (E f : ℂ) * (s : ℂ)) * (I * (E f : ℂ))) s := by
      simpa using ((hasDerivAt_id s).ofReal_comp.const_mul (I * (E f : ℂ))).cexp
    refine (hp.fun_mul (schrodinger (hamiltonian E V v) f i s)).congr_deriv ?_
    -- the free part of the Hamiltonian cancels against the derivative of the phase
    have hH : (hamiltonian E V v * propagator (hamiltonian E V v) s) f i
        = (E f : ℂ) * propagator (hamiltonian E V v) s f i
          + (v : ℂ) * (V * propagator (hamiltonian E V v) s) f i := by
      generalize propagator (hamiltonian E V v) s = U
      simp only [hamiltonian, Matrix.add_mul, Matrix.smul_mul, Matrix.add_apply,
        Matrix.smul_apply, Matrix.diagonal_mul, smul_eq_mul]
    rw [hH, source]
    ring
  have hc : Continuous (fun s : ℝ => source E V f i v s) :=
    (continuous_source E V f i).comp (by fun_prop : Continuous fun s : ℝ => (v, s))
  have h := intervalIntegral.integral_eq_sub_of_hasDerivAt (a := 0) (b := t)
    (fun s _ => hd s) ((continuous_const.mul hc).intervalIntegrable 0 t)
  have h0 : propagator (hamiltonian E V v) 0 = 1 := by
    simp [propagator, NormedSpace.exp_zero]
  rw [intervalIntegral.integral_const_mul, h0] at h
  simp only [Complex.ofReal_zero, mul_zero, Complex.exp_zero, one_mul] at h
  linear_combination -h
```

## The first-order amplitude

At \(v=0\) the integral equation reduces to free evolution, \(U_{ki}(s)=e^{-iE_ks}\delta_{ki}\). Only the term \(k=i\) survives in the matrix product, so

\[
g_0(s)=e^{iE_fs}\sum_k V_{fk}e^{-iE_ks}\delta_{ki}=V_{fi}\,e^{i(E_f-E_i)s}.
\]

For \(f\neq i\) the Kronecker delta in the integral equation vanishes, and for \(v\neq0\) one may divide by \(v\):

\[
\frac{U_{fi}(t)}{v}=-i\,e^{-iE_ft}\int_0^t g_v(s)\,ds
\;\longrightarrow\;
-i\,e^{-iE_ft}\,V_{fi}\int_0^t e^{i(E_f-E_i)s}\,ds .
\]

The integral converges because \(g_v(s)\) is jointly continuous and the time interval is bounded.

In the theorem, `Tendsto` with `𝓝[≠] 0` means that \(v\) approaches zero from either side without taking the value zero. Free evolution is `hfree`, the formula for \(g_0\) is `hs`, and the continuity of the integral in \(v\) is `hc`. The closing lines show that for nonzero \(v\) the quotient \(U_{fi}(t)/v\) equals \(-i\,e^{-iE_ft}\int_0^t g_v(s)\,ds\), whose limit has already been found.

```lean
/-- First-order amplitude: for distinct states, the exact transition amplitude divided by the
coupling strength `v` tends, as `v → 0`, to `-i exp(-i E_f t)` times the time integral of the
oscillating matrix element `V_fi exp(i(E_f - E_i)s)` from `0` to `t`. -/
theorem amplitude_tendsto (E : n → ℝ) (V : Matrix n n ℂ) {f i : n} (hfi : f ≠ i) (t : ℝ) :
    Tendsto (fun v : ℝ => propagator (hamiltonian E V v) t f i / (v : ℂ)) (𝓝[≠] 0)
      (𝓝 (-I * cexp (-(I * (E f : ℂ) * (t : ℂ))) *
        (V f i * ∫ s in (0 : ℝ)..t, cexp (I * ((E f : ℂ) - (E i : ℂ)) * (s : ℂ))))) := by
  have hinv : ∀ z : ℂ, cexp (-z) * cexp z = 1 := by
    intro z
    rw [← Complex.exp_add, neg_add_cancel, Complex.exp_zero]
  -- without coupling every level only acquires its phase
  have hfree : ∀ (k : n) (s : ℝ), propagator (hamiltonian E V 0) s k i
      = cexp (-(I * (E k : ℂ) * (s : ℂ))) * (1 : Matrix n n ℂ) k i := by
    intro k s
    have h := amplitude_integral_equation E V k i 0 s
    simp only [Complex.ofReal_zero, mul_zero, zero_mul, sub_zero] at h
    rw [← h, ← mul_assoc, hinv, one_mul]
  have hs : ∀ s : ℝ, source E V f i 0 s
      = V f i * cexp (I * ((E f : ℂ) - (E i : ℂ)) * (s : ℂ)) := by
    intro s
    have hV : (V * propagator (hamiltonian E V 0) s) f i
        = V f i * cexp (-(I * (E i : ℂ) * (s : ℂ))) := by
      simp [Matrix.mul_apply, hfree, Matrix.one_apply]
    rw [source, hV, mul_left_comm, ← Complex.exp_add]
    congr 2
    ring
  have hc : Continuous (fun v : ℝ => ∫ s in (0 : ℝ)..t, source E V f i v s) :=
    intervalIntegral.continuous_parametric_intervalIntegral_of_continuous'
      (continuous_source E V f i) 0 t
  have hl := ((hc.tendsto 0).mono_left (nhdsWithin_le_nhds (s := {0}ᶜ))).const_mul
    (-I * cexp (-(I * (E f : ℂ) * (t : ℂ))))
  simp only [hs, intervalIntegral.integral_const_mul] at hl
  refine hl.congr' ?_
  filter_upwards [self_mem_nhdsWithin] with v hv
  have hv' : (v : ℂ) ≠ 0 := Complex.ofReal_ne_zero.mpr hv
  have hD := amplitude_integral_equation E V f i v t
  rw [Matrix.one_apply_ne hfi] at hD
  rw [eq_div_iff hv']
  linear_combination (-cexp (-(I * (E f : ℂ) * (t : ℂ)))) * hD
    + propagator (hamiltonian E V v) t f i * hinv (I * (E f : ℂ) * (t : ℂ))
```

## Probabilities for split and for equal levels

Taking squared moduli removes the factor \(-i\) and the phase \(e^{-iE_ft}\), both of modulus one:

\[
\frac{|U_{fi}(t)|^2}{v^2}\longrightarrow |V_{fi}|^2\left|\int_0^t e^{i(E_f-E_i)s}\,ds\right|^2 .
\]

The proof takes the norm and then the square of the amplitude limit.

```lean
/-- For distinct states, the squared modulus of the transition amplitude (a probability if `V` is
Hermitian), divided by `v²`, tends as `v → 0` to the squared modulus of the matrix element `V_fi`
times the squared modulus of the phase integral. -/
theorem probability_tendsto (E : n → ℝ) (V : Matrix n n ℂ) {f i : n} (hfi : f ≠ i) (t : ℝ) :
    Tendsto (fun v : ℝ => ‖propagator (hamiltonian E V v) t f i‖ ^ 2 / v ^ 2) (𝓝[≠] 0)
      (𝓝 (‖V f i‖ ^ 2 *
        ‖∫ s in (0 : ℝ)..t, cexp (I * ((E f : ℂ) - (E i : ℂ)) * (s : ℂ))‖ ^ 2)) := by
  have h := (amplitude_tendsto E V hfi t).norm.pow 2
  have hp : ‖cexp (-(I * (E f : ℂ) * (t : ℂ)))‖ = 1 := by
    simp [Complex.norm_exp]
  simpa only [norm_mul, norm_neg, Complex.norm_I, hp, one_mul, mul_pow, norm_div, div_pow,
    Complex.norm_real, Real.norm_eq_abs, sq_abs] using h
```

Let \(\omega=E_f-E_i\) and suppose \(\omega\neq0\). Then

\[
\int_0^t e^{i\omega s}\,ds=\frac{e^{i\omega t}-1}{i\omega},
\]

and with \(\theta=\omega t\),

\[
|e^{i\theta}-1|^2=(\cos\theta-1)^2+\sin^2\theta=2-2\cos\theta=4\sin^2(\theta/2).
\]

The limit is therefore \(|V_{fi}|^2\,4\sin^2(\omega t/2)/\omega^2\). The identity for \(\theta\) is `hphase`, and `hn` gives the squared modulus of the denominator. The hypothesis `hE` says that the energies differ, which already makes the two states distinct.

```lean
/-- Between levels of different energy, the squared modulus of the transition amplitude (a
probability if `V` is Hermitian), divided by `v²`, tends as `v → 0` to the first-order value
`|V_fi|² 4 sin²(ωt/2)/ω²`, `ω = E_f - E_i`. -/
theorem detuned_probability_tendsto (E : n → ℝ) (V : Matrix n n ℂ) {f i : n}
    (hE : E f ≠ E i) (t : ℝ) :
    Tendsto (fun v : ℝ => ‖propagator (hamiltonian E V v) t f i‖ ^ 2 / v ^ 2) (𝓝[≠] 0)
      (𝓝 (‖V f i‖ ^ 2 *
        (4 * Real.sin ((E f - E i) * t / 2) ^ 2 / (E f - E i) ^ 2))) := by
  have hphase : ∀ θ : ℝ, ‖cexp (I * (θ : ℂ)) - 1‖ ^ 2 = 4 * Real.sin (θ / 2) ^ 2 := by
    intro θ
    have hre : (cexp (I * (θ : ℂ)) - 1).re = Real.cos θ - 1 := by simp [Complex.exp_re]
    have him : (cexp (I * (θ : ℂ)) - 1).im = Real.sin θ := by simp [Complex.exp_im]
    have h := Real.cos_two_mul (θ / 2)
    rw [show 2 * (θ / 2) = θ by ring] at h
    rw [Complex.sq_norm, Complex.normSq_apply, hre, him]
    linear_combination Real.sin_sq_add_cos_sq θ - 2 * h
      - 4 * Real.sin_sq_add_cos_sq (θ / 2)
  have hw : I * ((E f : ℂ) - (E i : ℂ)) ≠ 0 :=
    mul_ne_zero Complex.I_ne_zero (sub_ne_zero.mpr (fun h => hE (Complex.ofReal_injective h)))
  have h := probability_tendsto E V (fun h => hE (congrArg E h) : f ≠ i) t
  have harg : I * ((E f : ℂ) - (E i : ℂ)) * (t : ℂ)
      = I * (((E f - E i) * t : ℝ) : ℂ) := by
    push_cast
    ring
  have hn : ‖I * ((E f : ℂ) - (E i : ℂ))‖ ^ 2 = (E f - E i) ^ 2 := by
    rw [← Complex.ofReal_sub, norm_mul, Complex.norm_I, one_mul, Complex.norm_real,
      Real.norm_eq_abs, sq_abs]
  rwa [integral_exp_mul_complex hw, Complex.ofReal_zero, mul_zero, Complex.exp_zero,
    norm_div, div_pow, hn, harg, hphase] at h
```

If two distinct states have equal energy, the integrand is \(1\), the integral is \(t\), and the limit is \(|V_{fi}|^2t^2\). Here the distinctness of the states is a separate hypothesis, `hfi`.

```lean
/-- Between distinct states of equal energy, the squared modulus of the transition amplitude (a
probability if `V` is Hermitian), divided by `v²`, tends as `v → 0` to `|V_fi|² t²`. -/
theorem degenerate_probability_tendsto (E : n → ℝ) (V : Matrix n n ℂ) {f i : n}
    (hfi : f ≠ i) (hE : E f = E i) (t : ℝ) :
    Tendsto (fun v : ℝ => ‖propagator (hamiltonian E V v) t f i‖ ^ 2 / v ^ 2) (𝓝[≠] 0)
      (𝓝 (‖V f i‖ ^ 2 * t ^ 2)) := by
  simpa [hE] using probability_tendsto E V hfi t
```

## Two levels

Take \(E=(0,w)\) and let \(V\) be the Pauli matrix \(\sigma_x\). Then \(H(v)\) is the matrix from the beginning, \(V_{10}=1\) and \(\omega=w\), so

\[
\frac{|(e^{-itH})_{10}|^2}{v^2}\longrightarrow\frac{4\sin^2(wt/2)}{w^2}.
\]

In the Lean statement, `!![0, (v : ℂ); (v : ℂ), (w : ℂ)]` is this matrix written row by row, and the indices `1 0` select the transition from the lower-numbered state to the other. The proof compares the four matrix entries in `hH` and applies the limit for split levels.

```lean
/-- Weak-coupling limit for two levels with nonzero splitting `w` and real coupling `v`: the
transition probability divided by `v²` tends to `4 sin²(wt/2)/w²`. -/
theorem two_level_weak_coupling {w : ℝ} (hw : w ≠ 0) (t : ℝ) :
    Tendsto (fun v : ℝ => ‖propagator !![0, (v : ℂ); (v : ℂ), (w : ℂ)] t 1 0‖ ^ 2 / v ^ 2)
      (𝓝[≠] 0) (𝓝 (4 * Real.sin (w * t / 2) ^ 2 / w ^ 2)) := by
  have hH : ∀ v : ℝ, hamiltonian ![0, w] !![0, 1; 1, 0] v
      = !![0, (v : ℂ); (v : ℂ), (w : ℂ)] := by
    intro v
    ext a b
    fin_cases a <;> fin_cases b <;> simp [hamiltonian]
  have h := detuned_probability_tendsto ![0, w] !![0, 1; 1, 0] (f := 1) (i := 0)
    (by simpa using hw) t
  simp only [hH] at h
  simpa using h

end

end WeakCouplingTransitions
```

The time is fixed while \(v\) goes to zero. The theorem gives no error bound at a given \(v\), and no uniformity over long times. Its Hamiltonian is also constant in time. For an atom in an oscillating field, the reduction to such a matrix, by truncation to a few levels and a rotating-wave approximation, needs its own justification.

## Zero splitting, and the amplitude to stay

The condition \(w\neq0\) is needed whenever \(t\neq0\). For \(w=0\) the Hamiltonian is \(v\sigma_x\), the transition amplitude is \(-i\sin(vt)\), and

\[
\frac{\sin^2(vt)}{v^2}\longrightarrow t^2 .
\]

The two-level expression would then read \(0/0\), which Lean evaluates as \(0\), not as \(t^2\).

The same argument also describes the amplitude to remain in state \(i\), a consequence not stated as a theorem in the code. Setting \(f=i\) in the integral equation, moving the \(1\) to the left and dividing by \(v\) gives

\[
\frac{e^{iE_it}U_{ii}(t)-1}{v}=-i\int_0^t g_v(s)\,ds\longrightarrow -i\,V_{ii}\,t .
\]

For Hermitian \(V\) this is the first-order coefficient in \(v\) of the phase factor \(e^{-ivV_{ii}t}\), which a level would acquire if its energy were shifted by \(vV_{ii}\).

```lean
#print axioms WeakCouplingTransitions.degenerate_probability_tendsto
#print axioms WeakCouplingTransitions.two_level_weak_coupling
```

```
'WeakCouplingTransitions.degenerate_probability_tendsto' depends on axioms: [propext, Classical.choice, Quot.sound]
'WeakCouplingTransitions.two_level_weak_coupling' depends on axioms: [propext, Classical.choice, Quot.sound]
```
